# In one or more dimensions, a pair potential that is continuous and negative at zero distance makes the energy per atom unbounded below

## Atoms as a finite set of points

Let $\varphi$ be a pair potential, a real function of the distance $r \ge 0$, and let $S$ be a finite set of points in $\mathbb{R}^d$, one for each atom. Write $N$ for the number of atoms and $|x-y|$ for the Euclidean distance. All atoms are of one species, and energies and lengths are pure numbers in fixed units.

```lean
import Mathlib

open scoped Classical

noncomputable section

namespace PairPotentialCollapse
```

In Lean the space is `Space d`, and a configuration is a `Finset (Space d)`. Since a set contains each point only once, the atoms sit at distinct positions.

```lean
/-- Physical space of dimension `d` with the Euclidean distance. -/
abbrev Space (d : ℕ) := EuclideanSpace ℝ (Fin d)
```

The energy is half the sum over ordered pairs of different atoms,
$$E(S) = \frac12 \sum_{x \in S}\ \sum_{y \in S,\ y \ne x} \varphi(|x-y|).$$
The `if x = y then 0` in `pairEnergy` removes the self-interaction. The value $\varphi(0)$ therefore never enters an energy directly; it matters only through continuity, as the limit of $\varphi(r)$ for $r \to 0$. Lean's `φ` is defined on all of $\mathbb{R}$, but only its values at non-negative distances are used.

```lean
/-- Energy of a finite set of distinct atoms with pair potential `φ`: half the sum over
ordered pairs of different atoms. -/
def pairEnergy {d : ℕ} (φ : ℝ → ℝ) (S : Finset (Space d)) : ℝ :=
  (1 / 2) * ∑ x ∈ S, ∑ y ∈ S, if x = y then 0 else φ (dist x y)
```

A potential is stable if there is a constant $B$ with $E(S) \ge -BN$ for every configuration. If $\varphi(r) \to 0$ for $r \to \infty$, so that energies are measured from widely separated atoms, this means that the binding energy per atom stays bounded however many atoms are added. The theorems below do not use this choice of zero. The same $B$ has to serve for all $N$.

```lean
/-- A pair potential is stable in dimension `d` if the energy of every configuration is
bounded below by a constant times the number of atoms. -/
def IsStable (d : ℕ) (φ : ℝ → ℝ) : Prop :=
  ∃ B : ℝ, ∀ S : Finset (Space d), -B * (S.card : ℝ) ≤ pairEnergy φ S
```

## Counting pairs

Suppose that $\varphi(|x-y|) \le u$ for every pair of different atoms in $S$. There are $N(N-1)$ ordered pairs, so
$$E(S) \le \frac{u\,N(N-1)}{2}.$$
This holds for either sign of $u$, and for $N = 0$ and $N = 1$ both sides vanish.

The proof compares the double sum term by term with one whose terms are $u$ off the diagonal and $0$ on it. Each inner sum of the latter is $Nu - u$, and there are $N$ of them.

```lean
/-- If each pair of different atoms contributes at most `u`, the energy of `N` atoms is at
most `u` times the number of pairs `N (N - 1) / 2`. -/
theorem pairEnergy_le {d : ℕ} {φ : ℝ → ℝ} {S : Finset (Space d)} {u : ℝ}
    (h : ∀ x ∈ S, ∀ y ∈ S, x ≠ y → φ (dist x y) ≤ u) :
    pairEnergy φ S ≤ u * ((S.card : ℝ) * ((S.card : ℝ) - 1)) / 2 := by
  have h1 : (∑ x ∈ S, ∑ y ∈ S, if x = y then 0 else φ (dist x y)) ≤
      ∑ x ∈ S, ∑ y ∈ S, (u - if x = y then u else 0) := by
    refine Finset.sum_le_sum fun x hx => Finset.sum_le_sum fun y hy => ?_
    by_cases hxy : x = y
    · simp [hxy]
    · rw [if_neg hxy, if_neg hxy, sub_zero]
      exact h x hx y hy hxy
  have h2 : (∑ x ∈ S, ∑ y ∈ S, (u - if x = y then u else 0)) =
      (S.card : ℝ) * ((S.card : ℝ) * u - u) := by
    calc _ = ∑ x ∈ S, ((S.card : ℝ) * u - u) :=
          Finset.sum_congr rfl fun x hx => by simp [Finset.sum_sub_distrib, hx]
      _ = _ := by rw [Finset.sum_const, nsmul_eq_mul]
  rw [h2] at h1
  unfold pairEnergy
  linarith
```

For two disjoint clusters $A$ and $B$, the double sum over $A \cup B$ splits into four blocks. Two of them give the clusters' own energies. The other two are equal by the symmetry of the distance, and the factor $\tfrac12$ leaves one of them:
$$E(A \cup B) = E(A) + E(B) + \sum_{x \in A} \sum_{y \in B} \varphi(|x-y|).$$
In the proof, `c1` and `c2` identify the two mixed blocks. Disjointness ensures that no term there is a self-interaction.

```lean
/-- The energy of two disjoint clusters is the sum of their own energies and the
interaction between them. -/
theorem pairEnergy_union {d : ℕ} (φ : ℝ → ℝ) {A B : Finset (Space d)} (h : Disjoint A B) :
    pairEnergy φ (A ∪ B) =
      pairEnergy φ A + pairEnergy φ B + ∑ x ∈ A, ∑ y ∈ B, φ (dist x y) := by
  have c1 : (∑ x ∈ A, ∑ y ∈ B, if x = y then 0 else φ (dist x y)) =
      ∑ x ∈ A, ∑ y ∈ B, φ (dist x y) :=
    Finset.sum_congr rfl fun x hx => Finset.sum_congr rfl fun y hy =>
      if_neg (fun e : x = y => Finset.disjoint_left.1 h hx (by rw [e]; exact hy))
  have c2 : (∑ x ∈ B, ∑ y ∈ A, if x = y then 0 else φ (dist x y)) =
      ∑ x ∈ A, ∑ y ∈ B, φ (dist x y) := by
    rw [Finset.sum_comm]
    refine Finset.sum_congr rfl fun x hx => Finset.sum_congr rfl fun y hy => ?_
    rw [if_neg (fun e : y = x => Finset.disjoint_left.1 h hx (by rw [← e]; exact hy)),
      dist_comm]
  unfold pairEnergy
  simp only [Finset.sum_union h, Finset.sum_add_distrib]
  rw [c1, c2]
  ring
```

## Many atoms in a small ball, all at short range

If $d \ge 1$, any ball of radius $\varepsilon > 0$ about a point $p$ has room for $N$ distinct atoms. With a unit vector $e$, one may take
$$p + \frac{k\,\varepsilon}{N+1}\,e, \qquad k = 1, \dots, N.$$
Lean uses a shorter argument: for $d \ge 1$ the ball is an infinite set, and an infinite set has a subset of each finite size.

```lean
/-- In dimension at least one, any ball has room for any number of distinct atoms. -/
theorem exists_cluster {d : ℕ} (hd : 0 < d) (p : Space d) {ε : ℝ} (hε : 0 < ε) (N : ℕ) :
    ∃ S : Finset (Space d), S.card = N ∧ ∀ x ∈ S, dist x p < ε := by
  have : Nontrivial (Space d) :=
    Module.nontrivial_of_finrank_pos (R := ℝ) (by rw [finrank_euclideanSpace_fin]; exact hd)
  have := Module.punctured_nhds_neBot ℝ (Space d) p
  obtain ⟨S, hS, hc⟩ :=
    (infinite_of_mem_nhds p (Metric.ball_mem_nhds p hε)).exists_subset_card_eq N
  exact ⟨S, hc, fun x hx => Metric.mem_ball.1 (hS hx)⟩
```

Continuity supplies the second ingredient. If $\varphi$ is continuous at $a$ and $u > \varphi(a)$, use the tolerance $u - \varphi(a)$ in the definition of continuity. This gives a $\delta > 0$ such that $\varphi(r) < u$ for all $r \ge 0$ with $|r-a| < \delta$. The hypothesis `ContinuousWithinAt φ (Set.Ici 0) a` looks only at non-negative distances, so at $a = 0$ it is continuity from the right.

```lean
/-- A potential continuous at the distance `a` stays below any level `u > φ a` at all
distances close to `a`. -/
theorem below_near {φ : ℝ → ℝ} {a u : ℝ} (h : ContinuousWithinAt φ (Set.Ici 0) a)
    (hu : φ a < u) : ∃ δ > 0, ∀ r, 0 ≤ r → |r - a| < δ → φ r < u := by
  obtain ⟨δ, hδ, H⟩ := Metric.continuousWithinAt_iff.1 h (u - φ a) (sub_pos.2 hu)
  refine ⟨δ, hδ, fun r hr hra => ?_⟩
  have h1 := H (Set.mem_Ici.2 hr) (by rwa [Real.dist_eq])
  rw [Real.dist_eq] at h1
  linarith [(abs_lt.1 h1).2]
```

## Collapse when $\varphi(0) < 0$

Continuity at zero with $\varphi(0) < 0$ means that the energy of a pair stays finite and negative as two atoms merge. Only the sign of the energy matters here; the force at short range may still be repulsive, as for $\varphi(r) = -1 - r$ near zero.

Since $\varphi(0) < \varphi(0)/2$, there is a $\delta > 0$ such that $\varphi(r) < \varphi(0)/2$ for $0 \le r < \delta$. Put $N = n+1$ atoms within $\min(\varepsilon, \delta/2)$ of $p$. By the triangle inequality every pair is closer than $\delta$, and counting pairs with $u = \varphi(0)/2$ gives
$$\frac{E(S)}{N} \le \frac{\varphi(0)}{4}\,(N-1) = -\frac{|\varphi(0)|}{4}\,n.$$
This is below $-M$ as soon as $n > 4M/|\varphi(0)|$. The energy per atom falls at least linearly with the number of atoms, because each atom interacts with all the others.

The theorem `collapse` states this for every real $M$ and every ball: the configuration is non-empty, lies inside the ball and has energy per atom below $-M$. Its number of atoms depends on $M$. In the proof, `hn` is the choice of $n$ and `hE` the bound from pair counting; the closing `nlinarith` multiplies the inequality for $n$ by $N > 0$ and combines the two.

```lean
/-- In dimension at least one, if `φ` is continuous at zero distance and `φ 0 < 0`, then inside any
ball some configuration has energy per atom below `-M`, for every `M`. -/
theorem collapse {d : ℕ} (hd : 0 < d) {φ : ℝ → ℝ}
    (hφ : ContinuousWithinAt φ (Set.Ici 0) 0) (h0 : φ 0 < 0)
    (p : Space d) {ε : ℝ} (hε : 0 < ε) (M : ℝ) :
    ∃ S : Finset (Space d), S.Nonempty ∧ (∀ x ∈ S, dist x p < ε) ∧
      pairEnergy φ S / (S.card : ℝ) < -M := by
  obtain ⟨δ, hδ, H⟩ := below_near hφ (show φ 0 < φ 0 / 2 by linarith)
  obtain ⟨n, hn⟩ := exists_nat_gt (4 * M / (-φ 0))
  rw [div_lt_iff₀ (by linarith)] at hn
  obtain ⟨S, hc, hS⟩ := exists_cluster hd p (lt_min hε (half_pos hδ)) (n + 1)
  have hcR : (S.card : ℝ) = (n : ℝ) + 1 := by rw [hc]; push_cast; ring
  have hpos : (0 : ℝ) < (n : ℝ) + 1 := by positivity
  refine ⟨S, Finset.card_pos.1 (by omega),
    fun x hx => (hS x hx).trans_le (min_le_left _ _), ?_⟩
  -- every pair is close enough to gain at least half of the contact energy
  have hE := pairEnergy_le (φ := φ) (S := S) (u := φ 0 / 2) fun x hx y hy _ => by
    refine (H _ dist_nonneg ?_).le
    rw [sub_zero, abs_of_nonneg dist_nonneg]
    have h1 := (hS x hx).trans_le (min_le_right _ _)
    have h2 := (hS y hy).trans_le (min_le_right _ _)
    linarith [dist_triangle_right x y p]
  rw [hcR] at hE ⊢
  rw [div_lt_iff₀ hpos]
  nlinarith [mul_pos hpos (sub_pos.2 hn)]
```

## Collapse when the core is weaker than the well

A positive $\varphi(0)$ is not enough if the potential has a deeper well at some distance $a > 0$. Suppose that $s = \varphi(0) + \varphi(a) < 0$ and that $\varphi$ is continuous at $0$ and at $a$. Set
$$u = \varphi(0) - \frac{s}{4}, \qquad v = \varphi(a) - \frac{s}{4}, \qquad u + v = \frac{s}{2}.$$
Then $\varphi < u$ at distances below some $\delta$, and $\varphi < v$ at distances within some $\gamma$ of $a$.

Place two clusters $A$ and $B$ of $N = n+1$ atoms each in balls of radius $\eta$ whose centres are $a$ apart, with $2\eta$ at most $\delta$, $\gamma$ and $a$. The clusters are disjoint, distances within a cluster are below $\delta$, and distances between the clusters differ from $a$ by less than $\gamma$. Therefore
$$E(A \cup B) \le 2\cdot\frac{u\,N(N-1)}{2} + N^2 v = \frac{s}{2}\,N^2 - uN.$$
Dividing by the $2N$ atoms gives
$$\frac{E(A \cup B)}{2N} \le \frac{s}{4}\,N - \frac{u}{2},$$
which is below $-M$ once $N|s| > 4M - 2u$. The repulsion within the clusters and the attraction between them both grow as $N^2$, and the attraction wins.

In Lean, `own` bounds the energy of one cluster and `cross` the interaction between the two. The estimates $\big||x-y| - a\big| < 2\eta$ come from the triangle inequality for four points, used once in each direction.

```lean
/-- In dimension at least one, if `φ 0 + φ a < 0` for some distance `a > 0`, and `φ` is continuous
at `0` and `a`, then the energy per atom is unbounded below. -/
theorem collapse_of_weak_core {d : ℕ} (hd : 0 < d) {φ : ℝ → ℝ} {a : ℝ} (ha : 0 < a)
    (hφ : ContinuousWithinAt φ (Set.Ici 0) 0) (hφa : ContinuousWithinAt φ (Set.Ici 0) a)
    (hs : φ 0 + φ a < 0) (M : ℝ) :
    ∃ S : Finset (Space d), S.Nonempty ∧ pairEnergy φ S / (S.card : ℝ) < -M := by
  obtain ⟨u, hu⟩ : ∃ u, u = φ 0 - (φ 0 + φ a) / 4 := ⟨_, rfl⟩
  obtain ⟨v, hv⟩ : ∃ v, v = φ a - (φ 0 + φ a) / 4 := ⟨_, rfl⟩
  obtain ⟨δ, hδ, H⟩ := below_near hφ (show φ 0 < u by linarith)
  obtain ⟨γ, hγ, G⟩ := below_near hφa (show φ a < v by linarith)
  obtain ⟨η, hη, h1, h2, h3⟩ : ∃ η > 0, 2 * η ≤ δ ∧ 2 * η ≤ γ ∧ 2 * η ≤ a :=
    ⟨min (min δ γ) a / 2, half_pos (lt_min (lt_min hδ hγ) ha),
      by linarith [min_le_left (min δ γ) a, min_le_left δ γ],
      by linarith [min_le_left (min δ γ) a, min_le_right δ γ],
      by linarith [min_le_right (min δ γ) a]⟩
  obtain ⟨n, hn⟩ := exists_nat_gt ((4 * M - 2 * u) / (-(φ 0 + φ a)))
  rw [div_lt_iff₀ (by linarith)] at hn
  -- two tight clusters whose centres are a distance `a` apart
  obtain ⟨p, hp⟩ : ∃ p : Space d, dist 0 p = a :=
    ⟨EuclideanSpace.single ⟨0, hd⟩ a, by simp [abs_of_pos ha]⟩
  obtain ⟨A, hcA, hA⟩ := exists_cluster hd 0 hη (n + 1)
  obtain ⟨B, hcB, hB⟩ := exists_cluster hd p hη (n + 1)
  have hAB : Disjoint A B := Finset.disjoint_left.2 fun x hxA hxB => by
    linarith [dist_triangle_left 0 p x, hA x hxA, hB x hxB]
  have own : ∀ (q : Space d) (C : Finset (Space d)), (∀ x ∈ C, dist x q < η) →
      pairEnergy φ C ≤ u * ((C.card : ℝ) * ((C.card : ℝ) - 1)) / 2 := fun q C hC =>
    pairEnergy_le fun x hx y hy _ => by
      refine (H _ dist_nonneg ?_).le
      rw [sub_zero, abs_of_nonneg dist_nonneg]
      linarith [dist_triangle_right x y q, hC x hx, hC y hy]
  have cross : ∑ x ∈ A, ∑ y ∈ B, φ (dist x y) ≤ (A.card : ℝ) * ((B.card : ℝ) * v) := by
    calc _ ≤ ∑ x ∈ A, ∑ y ∈ B, v := by
          refine Finset.sum_le_sum fun x hx => Finset.sum_le_sum fun y hy => ?_
          refine (G _ dist_nonneg (abs_lt.2 ⟨?_, ?_⟩)).le
          · linarith [dist_triangle4 0 x y p, dist_comm 0 x, hA x hx, hB y hy]
          · linarith [dist_triangle4 x 0 p y, dist_comm p y, hA x hx, hB y hy]
      _ = _ := by simp
  have eA := own 0 A hA
  have eB := own p B hB
  have hpos : (0 : ℝ) < (n : ℝ) + 1 := by positivity
  have hcU : (A ∪ B).card = (n + 1) + (n + 1) := by
    rw [Finset.card_union_of_disjoint hAB, hcA, hcB]
  refine ⟨A ∪ B, Finset.card_pos.1 (by omega), ?_⟩
  rw [hcA] at eA cross
  rw [hcB] at eB cross
  rw [hcU, pairEnergy_union φ hAB]
  push_cast at eA eB cross ⊢
  rw [div_lt_iff₀ (by linarith)]
  have hN : 0 < ((n : ℝ) + 1) * (-(φ 0 + φ a)) - (4 * M - 2 * u) := by linarith
  have key := mul_pos hpos hN
  subst hu hv
  nlinarith
```

## What stability demands of the core

Read in reverse, the two collapse results say that a stable potential, continuous on $[0,\infty)$, satisfies for $d \ge 1$
$$\varphi(0) \ge 0 \qquad\text{and}\qquad \varphi(0) \ge -\varphi(a) \quad\text{for all } a > 0.$$
The core must be at least as high as the deepest well is deep. The proof assumes that one inequality fails, applies the matching collapse theorem with $M$ equal to the constant $B$ in the definition of stability, and contradicts the stability bound. The conditions are necessary; the theorem does not say that they suffice.

For a fitted or machine-learned pair potential of one species that is continuous on $[0,\infty)$ and tends to zero at large distance, this gives a simple check in a region where training data are often sparse. It concerns the energies of static configurations, not whether a simulated trajectory reaches them. Potentials that diverge at contact, such as the Lennard-Jones form, fall outside the continuity hypothesis, and many-body terms are absent from the model.

```lean
/-- In dimension at least one, a stable pair potential that is continuous at all distances `r ≥ 0`
is non-negative at zero distance, and its value there is at least `-φ a` for every distance `a > 0`.
-/
theorem core_bounds_of_stable {d : ℕ} (hd : 0 < d) {φ : ℝ → ℝ}
    (hφ : ContinuousOn φ (Set.Ici 0)) (hst : IsStable d φ) :
    0 ≤ φ 0 ∧ ∀ a > 0, -φ a ≤ φ 0 := by
  obtain ⟨B, hB⟩ := hst
  have c0 := hφ 0 (Set.mem_Ici.2 le_rfl)
  have no : ∀ S : Finset (Space d), S.Nonempty →
      ¬ pairEnergy φ S / (S.card : ℝ) < -B := fun S hS hlt => by
    rw [div_lt_iff₀ (Nat.cast_pos.2 hS.card_pos)] at hlt
    linarith [hB S]
  constructor
  · by_contra h
    obtain ⟨S, hS, _, hlt⟩ := collapse hd c0 (not_le.1 h) 0 one_pos B
    exact no S hS hlt
  · intro a ha
    by_contra h
    obtain ⟨S, hS, hlt⟩ := collapse_of_weak_core hd ha c0 (hφ a (Set.mem_Ici.2 ha.le))
      (by linarith [not_le.1 h]) B
    exact no S hS hlt
```

## A stable potential with $\varphi(0) < 0$

Without continuity the conclusion can fail. Let $\varphi(0) = -1$ and $\varphi(r) = 0$ for $r > 0$.

```lean
/-- The potential equal to `-1` at zero distance and to `0` at every other distance. -/
def contactWell (r : ℝ) : ℝ := if r = 0 then -1 else 0
```

Distinct atoms are never at distance zero, so every pair contributes $0$ and every configuration has $E(S) = 0$. The potential is stable with $B = 0$, although $\varphi(0) < 0$. The proof follows the same two cases: a diagonal term is excluded by the definition of the energy, and any other term has positive distance.

The condition $d \ge 1$ is needed as well: for $d = 0$ space is a single point, a configuration has at most one atom, and its energy is zero.

```lean
/-- The contact well is negative at zero distance and yet stable in every dimension. -/
theorem contactWell_stable (d : ℕ) : contactWell 0 < 0 ∧ IsStable d contactWell := by
  refine ⟨by simp [contactWell], 0, fun S => ?_⟩
  have h : pairEnergy contactWell S = 0 := by
    unfold pairEnergy
    rw [Finset.sum_eq_zero, mul_zero]
    refine fun x _ => Finset.sum_eq_zero fun y _ => ?_
    by_cases hxy : x = y
    · rw [if_pos hxy]
    · rw [if_neg hxy, contactWell, if_neg (dist_ne_zero.2 hxy)]
  rw [h]
  simp

end PairPotentialCollapse
```

```lean
#print axioms PairPotentialCollapse.collapse_of_weak_core
#print axioms PairPotentialCollapse.core_bounds_of_stable
#print axioms PairPotentialCollapse.contactWell_stable
```

```
'PairPotentialCollapse.collapse_of_weak_core' depends on axioms: [propext, Classical.choice, Quot.sound]
'PairPotentialCollapse.core_bounds_of_stable' depends on axioms: [propext, Classical.choice, Quot.sound]
'PairPotentialCollapse.contactWell_stable' depends on axioms: [propext, Classical.choice, Quot.sound]
```

## If atoms were allowed to coincide

A configuration could also be modelled as a list of positions $x_1, \dots, x_N$ with repetitions allowed, and the energy as the sum of $\varphi(|x_i - x_j|)$ over $i < j$. Placing all atoms at one point would then give $E = \varphi(0)\,N(N-1)/2$, so $\varphi(0) < 0$ would imply collapse at once, with no assumption on continuity or dimension. The contact well above would be unstable. With distinct points, as here, the collapse has to be reached through configurations without overlapping atoms, and continuity is what carries the value at contact over to them.
